# For an invertible Hessian, the determinant restricted to a dividing plane is the full determinant times the normal-normal element of the inverse

The theorem `tangentDet_eq` concerns a plane through a finite-dimensional real coordinate space, with unit normal `n` and an orthonormal basis of the in-plane directions as the columns of `B`. It states that, for an invertible matrix `H`, the determinant of `Bᵀ * H * B` equals `H.det` times `n ⬝ᵥ H⁻¹ *ᵥ n`. The names "Hessian" and `SaddleDividingPlane` point to transition-state theory, but `H` is any invertible real matrix, not assumed symmetric or to have a saddle's signature, and no reaction rate appears. The attempt writes the restricted matrix as the identity plus a product, moves `Bᵀ` to the other end of that product inside the determinant, and factors the result as `H` times a rank-one update of the identity, whose determinant is known.

The failing Lean file:

```lean
import Mathlib

open Matrix Finset

namespace SaddleDividingPlane

noncomputable section

variable {ι κ : Type*} [Fintype ι] [DecidableEq ι] [Fintype κ] [DecidableEq κ]

/-- A dividing plane: `n` is its unit normal, and the columns of `B` are an orthonormal
basis of the directions orthogonal to `n`. -/
structure IsTangentFrame (n : ι → ℝ) (B : Matrix ι κ ℝ) : Prop where
  unit : n ⬝ᵥ n = 1
  orthonormal : Bᵀ * B = 1
  complete : B * Bᵀ + vecMulVec n n = 1

/-- The determinant of the Hessian restricted to the dividing plane. -/
def tangentDet (H : Matrix ι ι ℝ) (B : Matrix ι κ ℝ) : ℝ := (Bᵀ * H * B).det

/-- The determinant of a rank-one update of the identity. -/
theorem det_one_add_rank_one (u v : ι → ℝ) :
    (1 + vecMulVec u v).det = 1 + v ⬝ᵥ u := by
  have h : vecMulVec u v = (Matrix.of fun i (_ : Unit) => u i) *
      (Matrix.of fun (_ : Unit) j => v j) := by
    ext i j
    simp [vecMulVec_apply, Matrix.mul_apply]
  rw [h, Matrix.det_one_add_mul_comm, Matrix.det_unique]
  simp [Matrix.mul_apply, dotProduct]

/-- The tangent determinant is the full Hessian determinant times the normal-normal
element of the inverse Hessian. -/
theorem tangentDet_eq {H : Matrix ι ι ℝ} {n : ι → ℝ} {B : Matrix ι κ ℝ}
    (hB : IsTangentFrame n B) (hH : IsUnit H.det) :
    tangentDet H B = H.det * (n ⬝ᵥ H⁻¹ *ᵥ n) := by
  have h1 : Bᵀ * H * B = 1 + Bᵀ * ((H - 1) * B) := by
    rw [Matrix.sub_mul, Matrix.one_mul, Matrix.mul_sub, hB.orthonormal, Matrix.mul_assoc]
    abel
  have hP : B * Bᵀ = 1 - vecMulVec n n := eq_sub_of_add_eq hB.complete
  -- moving B around the determinant leaves H times a rank-one update
  have h2 : 1 + (H - 1) * B * Bᵀ = H * (1 + vecMulVec (H⁻¹ *ᵥ n - n) n) := by
    have e : vecMulVec (H⁻¹ *ᵥ n - n) n = H⁻¹ * vecMulVec n n - vecMulVec n n := by
      ext i j
      simp [vecMulVec_apply, Matrix.mul_apply, mulVec, dotProduct, Finset.sum_mul,
        sub_mul, mul_assoc]
    have hi : H * (H⁻¹ * vecMulVec n n) = vecMulVec n n := by
      rw [← Matrix.mul_assoc, Matrix.mul_nonsing_inv H hH, Matrix.one_mul]
    rw [Matrix.mul_assoc, hP, e, Matrix.mul_add, Matrix.mul_sub, hi]
    noncomm_ring
  rw [tangentDet, h1, Matrix.det_one_add_mul_comm, h2, Matrix.det_mul,
    det_one_add_rank_one, dotProduct_sub, hB.unit]
  ring

end

end SaddleDividingPlane
```

The compiler's answer:

```
Main.lean:48:65: error: Tactic `rewrite` failed: Did not find an occurrence of the pattern
  H * (H⁻¹ * vecMulVec n n)
in the target expression
  1 + ((H - 1) * 1 - (H - 1) * vecMulVec n n) = H * 1 + H * (H⁻¹ * vecMulVec n n - vecMulVec n n)

ι : Type u_1
κ : Type u_2
inst✝³ : Fintype ι
inst✝² : DecidableEq ι
inst✝¹ : Fintype κ
inst✝ : DecidableEq κ
H : Matrix ι ι ℝ
n : ι → ℝ
B : Matrix ι κ ℝ
hB : IsTangentFrame n B
hH : IsUnit H.det
h1 : Bᵀ * H * B = 1 + Bᵀ * ((H - 1) * B)
hP : B * Bᵀ = 1 - vecMulVec n n
e : vecMulVec (H⁻¹ *ᵥ n - n) n = H⁻¹ * vecMulVec n n - vecMulVec n n
hi : H * (H⁻¹ * vecMulVec n n) = vecMulVec n n
⊢ 1 + ((H - 1) * 1 - (H - 1) * vecMulVec n n) = H * 1 + H * (H⁻¹ * vecMulVec n n - vecMulVec n n)
```

Lean accepts the file once it reads:

```diff
@@ -38,5 +38,5 @@
     abel
   have hP : B * Bᵀ = 1 - vecMulVec n n := eq_sub_of_add_eq hB.complete
-  -- moving B around the determinant leaves H times a rank-one update
+  -- moving Bᵀ around the determinant leaves H times a rank-one update of the identity
   have h2 : 1 + (H - 1) * B * Bᵀ = H * (1 + vecMulVec (H⁻¹ *ᵥ n - n) n) := by
     have e : vecMulVec (H⁻¹ *ᵥ n - n) n = H⁻¹ * vecMulVec n n - vecMulVec n n := by
@@ -46,5 +46,8 @@
     have hi : H * (H⁻¹ * vecMulVec n n) = vecMulVec n n := by
       rw [← Matrix.mul_assoc, Matrix.mul_nonsing_inv H hH, Matrix.one_mul]
-    rw [Matrix.mul_assoc, hP, e, Matrix.mul_add, Matrix.mul_sub, hi]
+    have hr : H * (1 + (H⁻¹ * vecMulVec n n - vecMulVec n n)) =
+        H + (vecMulVec n n - H * vecMulVec n n) := by
+      rw [Matrix.mul_add, Matrix.mul_one, Matrix.mul_sub, hi]
+    rw [Matrix.mul_assoc, hP, e, hr]
     noncomm_ring
   rw [tangentDet, h1, Matrix.det_one_add_mul_comm, h2, Matrix.det_mul,
```

What went wrong. The error says that `rw` cannot find `H * (H⁻¹ * vecMulVec n n)`, the left side of `hi`, in the goal. The step before it, `Matrix.mul_sub`, was meant to expand the product on the right of the equation. But `rw` fixes the lemma's variables at the first match it finds, and here that was the product on the left, `(H - 1) * (1 - vecMulVec n n)`. The goal in the message shows that product expanded, while `H * (H⁻¹ * vecMulVec n n - vecMulVec n n)` on the right is still whole, so the term `hi` needs never appears.

The repair works out the right side by itself in a new statement, `hr`. There the only product that `Matrix.mul_sub` can expand is the intended one, so `hi` then applies. The main rewrite uses `hr` in place of the three lemmas, and `noncomm_ring` proves the remaining identity, in which `H⁻¹` no longer occurs.

The changed comment is mere tidying: it names `Bᵀ` as the factor that moves and says what the rank-one update is an update of.
